# A Gaussian Nucleus Attracts a Concentric s-Type Gaussian Density Less Than a Point Nucleus Does

In relativistic calculations on heavy atoms, the nucleus is often given a finite size. A common model spreads its charge as a Gaussian, proportional to $e^{-xr^2}$, where a larger exponent $x$ means a more compact nucleus. For unit nuclear charge, in atomic units, the potential $1/r$ is then replaced by $\operatorname{erf}(\sqrt x\,r)/r$, with
$$\operatorname{erf}(z)=\frac{2}{\sqrt\pi}\int_0^z e^{-t^2}\,dt .$$
How much attraction does an electron distribution lose by this replacement?

Take the distribution $e^{-ar^2}$ with $a>0$, centred on the nucleus. It arises as the product of two s-type Gaussian basis functions whose exponents add up to $a$. Let $P$ and $G$ be its attraction integrals with the point and the Gaussian nucleus, counted as positive numbers, and put $s=\sqrt{x/(a+x)}$. Then, for $a,x>0$,
$$P=\frac{2\pi}{a},\qquad G=\frac{2\pi}{a}\,s,\qquad 0<P-G<\frac{\pi}{x},$$
and as $x\to\infty$ at fixed $a$, $G\to P$ and $x(P-G)\to\pi$.

## The two integrals and their difference by hand

With the volume element $4\pi r^2\,dr$, the point nucleus gives
$$P=\int_0^\infty 4\pi r\,e^{-ar^2}dr=\left[-\frac{2\pi}{a}e^{-ar^2}\right]_0^\infty=\frac{2\pi}{a}.$$

For the Gaussian nucleus, integrate by parts, using $\frac{d}{dr}\operatorname{erf}(\sqrt x\,r)=2\sqrt{x/\pi}\,e^{-xr^2}$:
$$G=\left[-\frac{2\pi}{a}e^{-ar^2}\operatorname{erf}(\sqrt x\,r)\right]_0^\infty+\frac{2\pi}{a}\,2\sqrt{\frac{x}{\pi}}\int_0^\infty e^{-(a+x)r^2}dr .$$
The bracket vanishes at both ends, because $\operatorname{erf}(0)=0$ and the Gaussian decays. The last integral is $\tfrac12\sqrt{\pi/(a+x)}$, so $G=(2\pi/a)s$. Since $x<a+x$, we have $0<s<1$ and hence $G<P$. Since $s^2=1-a/(a+x)$, we have $s\to1$ and $G\to P$.

For the difference, $s^2(a+x)=x$ gives $x(1-s^2)=as^2$. Therefore
$$x(P-G)=\frac{2\pi}{a}\,\frac{x(1-s^2)}{1+s}=\frac{2\pi s^2}{1+s}.$$
From $0<s<1$ follow $s^2<s$ and $s^2<1$, so $2s^2<1+s$ and the right-hand side is below $\pi$. It tends to $\pi$ as $s\to1$.

The same identity also yields a lower bound, which is not among the theorems below: $1+s<2$ gives $x(P-G)>\pi s^2$, so $P-G>\pi/(a+x)$.

The density $e^{-ar^2}$ is not normalised. For unit electronic charge, multiply by $(a/\pi)^{3/2}$: the point value becomes $2\sqrt{a/\pi}$, the Gaussian value $2\sqrt{a/\pi}\,s$, and the bound on the shift $(a/\pi)^{3/2}\,\pi/x$.

## The integrals as Lean definitions

```lean
import Mathlib

open MeasureTheory Set Filter
open scoped Real Topology

namespace GaussianNucleusAttraction

noncomputable section
```

The error function is defined by its integral, as above.

```lean
/-- The error function, defined by its integral. -/
def erf (z : ℝ) : ℝ := 2 / √π * ∫ t in (0 : ℝ)..z, Real.exp (-t ^ 2)
```

The two attraction integrals run over `Ioi 0`, the half-line $r>0$, and keep the volume element and the potential as separate factors.

```lean
/-- Attraction integral of the s-type distribution `exp (-a r²)` in the potential `1/r`
of a point nucleus of unit charge. -/
def pointAttraction (a : ℝ) : ℝ :=
  ∫ r in Ioi (0 : ℝ), 4 * π * r ^ 2 * (Real.exp (-a * r ^ 2) * (1 / r))

/-- Attraction integral of the s-type distribution `exp (-a r²)` in the potential
`erf (√x r) / r` of a Gaussian nucleus with exponent `x` and unit charge. -/
def gaussianAttraction (a x : ℝ) : ℝ :=
  ∫ r in Ioi (0 : ℝ), 4 * π * r ^ 2 * (Real.exp (-a * r ^ 2) * (erf (√x * r) / r))
```

The potential $\operatorname{erf}(\sqrt x\,r)/r$ enters by definition; it is not derived here from a nuclear charge density. The reduction to a radial integral is likewise built in.

These integrals are nuclear attraction matrix elements between s-type Gaussians in a one-centre basis. They do not cover off-centre functions, higher angular momenta such as the p-type small components that kinetic balance generates from s functions, or energies of the Dirac equation.

## Properties of the error function and the Gaussian

The first two lemmas give $\operatorname{erf}(0)=0$ and $\operatorname{erf}(z)\ge0$ for $z\ge0$. The third cancels one power of $r$ between volume element and potential.

```lean
private lemma erf_zero : erf 0 = 0 := by simp [erf]

private lemma erf_nonneg {z : ℝ} (hz : 0 ≤ z) : 0 ≤ erf z :=
  mul_nonneg (by positivity)
    (intervalIntegral.integral_nonneg hz (fun t _ => (Real.exp_pos _).le))

private lemma radial_weight {r : ℝ} (hr : r ≠ 0) (e p : ℝ) :
    4 * π * r ^ 2 * (e * (p / r)) = 4 * π * r * (e * p) := by
  field_simp
```

The derivative of $\operatorname{erf}(cr)$ comes from the fundamental theorem of calculus and the chain rule. The limit $1$ at infinity comes from Mathlib's half-line Gaussian integral.

```lean
/-- The derivative of `erf (c r)` with respect to `r` is `(2/√π) exp (-(c r)²) c`. -/
theorem hasDerivAt_erf_mul (c r : ℝ) :
    HasDerivAt (fun r => erf (c * r)) (2 / √π * Real.exp (-(c * r) ^ 2) * c) r := by
  have hc : Continuous (fun t : ℝ => Real.exp (-t ^ 2)) := by fun_prop
  have h0 : HasDerivAt erf (2 / √π * Real.exp (-(c * r) ^ 2)) (c * r) :=
    (hc.integral_hasStrictDerivAt 0 (c * r)).hasDerivAt.const_mul (2 / √π)
  have h1 : HasDerivAt (fun r : ℝ => c * r) c r :=
    ((hasDerivAt_id' r).const_mul c).congr_deriv (mul_one c)
  exact h0.comp r h1

/-- The error function tends to one at large argument. -/
theorem tendsto_erf : Tendsto erf atTop (𝓝 1) := by
  have hi : Integrable (fun t : ℝ => Real.exp (-t ^ 2)) := by
    simpa using integrable_exp_neg_mul_sq (one_pos : (0 : ℝ) < 1)
  have hv : ∫ t in Ioi (0 : ℝ), Real.exp (-t ^ 2) = √π / 2 := by
    simpa using integral_gaussian_Ioi 1
  have h := (intervalIntegral_tendsto_integral_Ioi (0 : ℝ) hi.integrableOn
    tendsto_id).const_mul (2 / √π)
  have hp : √π ≠ 0 := (Real.sqrt_pos.2 Real.pi_pos).ne'
  have h1 : 2 / √π * (√π / 2) = 1 := by field_simp
  rw [hv, h1] at h
  exact h
```

Next come the derivative of $e^{-ar^2}$ and its decay for $a>0$.

```lean
private lemma hasDerivAt_gauss (a r : ℝ) :
    HasDerivAt (fun r => Real.exp (-a * r ^ 2))
      (Real.exp (-a * r ^ 2) * (-a * (2 * r))) r :=
  (((hasDerivAt_pow 2 r).const_mul (-a)).exp).congr_deriv (by norm_num)

private lemma tendsto_gauss {a : ℝ} (ha : 0 < a) :
    Tendsto (fun r : ℝ => Real.exp (-a * r ^ 2)) atTop (𝓝 0) :=
  Real.tendsto_exp_atBot.comp
    ((tendsto_pow_atTop two_ne_zero).const_mul_atTop_of_neg (neg_lt_zero.2 ha))
```

## Evaluating both integrals from antiderivatives

Both evaluations use the fundamental theorem on a half-line, `integral_Ioi_of_hasDerivAt_of_nonneg'`. It needs an antiderivative (`hd`), a nonnegative integrand (`hpos`) and the limit of the antiderivative at infinity. Nonnegativity replaces a separate proof of integrability.

```lean
/-- The attraction integral for a point nucleus is `2π/a`. -/
theorem pointAttraction_eq {a : ℝ} (ha : 0 < a) : pointAttraction a = 2 * π / a := by
  have hi : a * a⁻¹ = 1 := mul_inv_cancel₀ ha.ne'
  have hd : ∀ r ∈ Ici (0 : ℝ), HasDerivAt (fun r => -(2 * π / a) * Real.exp (-a * r ^ 2))
      (4 * π * r * (Real.exp (-a * r ^ 2) * 1)) r := fun r _ =>
    ((hasDerivAt_gauss a r).const_mul (-(2 * π / a))).congr_deriv (by
      linear_combination (4 * π * r * Real.exp (-a * r ^ 2)) * hi)
  have hpos : ∀ r ∈ Ioi (0 : ℝ), 0 ≤ 4 * π * r * (Real.exp (-a * r ^ 2) * 1) := by
    intro r hr
    have hr' : 0 < r := hr
    positivity
  have key := integral_Ioi_of_hasDerivAt_of_nonneg' hd hpos
    ((tendsto_gauss ha).const_mul (-(2 * π / a)))
  refine (setIntegral_congr_fun measurableSet_Ioi
    (fun r hr => radial_weight (Set.mem_Ioi.1 hr).ne' _ _)).trans (key.trans ?_)
  simp
```

For the Gaussian nucleus, the integration by parts is condensed into one antiderivative,
$$\frac{2\pi}{a}\left[s\operatorname{erf}(\sqrt{a+x}\,r)-e^{-ar^2}\operatorname{erf}(\sqrt x\,r)\right].$$
Differentiating it produces two purely Gaussian terms that must cancel. In the proof, `e1` splits $e^{-(a+x)r^2}$ into a product and `e2` states $s\sqrt{a+x}=\sqrt x$; `linear_combination` then completes the check. The antiderivative is $0$ at the origin and tends to $(2\pi/a)s$.

```lean
/-- The attraction integral for a Gaussian nucleus is the point value `2π/a` times
`√(x/(a+x))`. -/
theorem gaussianAttraction_eq {a x : ℝ} (ha : 0 < a) (hx : 0 < x) :
    gaussianAttraction a x = 2 * π / a * √(x / (a + x)) := by
  have hi : a * a⁻¹ = 1 := mul_inv_cancel₀ ha.ne'
  have hax : 0 < a + x := by positivity
  have e2 : √(x / (a + x)) * √(a + x) = √x := by
    rw [← Real.sqrt_mul (by positivity), div_mul_cancel₀ _ hax.ne']
  -- an explicit antiderivative, found by integration by parts
  have hd : ∀ r ∈ Ici (0 : ℝ), HasDerivAt
      (fun r => 2 * π / a * (√(x / (a + x)) * erf (√(a + x) * r)
        - Real.exp (-a * r ^ 2) * erf (√x * r)))
      (4 * π * r * (Real.exp (-a * r ^ 2) * erf (√x * r))) r := by
    intro r _
    have e1 : Real.exp (-(√(a + x) * r) ^ 2)
        = Real.exp (-a * r ^ 2) * Real.exp (-(√x * r) ^ 2) := by
      rw [← Real.exp_add]
      congr 1
      rw [mul_pow, mul_pow, Real.sq_sqrt hax.le, Real.sq_sqrt hx.le]
      ring
    refine ((((hasDerivAt_erf_mul (√(a + x)) r).const_mul (√(x / (a + x)))).fun_sub
      ((hasDerivAt_gauss a r).fun_mul (hasDerivAt_erf_mul (√x) r))).const_mul
        (2 * π / a)).congr_deriv ?_
    rw [e1]
    linear_combination (2 * π / a * (2 / √π) * Real.exp (-a * r ^ 2)
      * Real.exp (-(√x * r) ^ 2)) * e2
      + (4 * π * r * Real.exp (-a * r ^ 2) * erf (√x * r)) * hi
  have hpos : ∀ r ∈ Ioi (0 : ℝ),
      0 ≤ 4 * π * r * (Real.exp (-a * r ^ 2) * erf (√x * r)) := by
    intro r hr
    have hr' : 0 < r := hr
    have he : 0 ≤ erf (√x * r) := erf_nonneg (by positivity)
    positivity
  have hlim : ∀ c : ℝ, 0 < c → Tendsto (fun r => erf (c * r)) atTop (𝓝 1) :=
    fun c hc => tendsto_erf.comp (tendsto_id.const_mul_atTop hc)
  have key := integral_Ioi_of_hasDerivAt_of_nonneg' hd hpos
    ((((hlim _ (Real.sqrt_pos.2 hax)).const_mul (√(x / (a + x)))).sub
      ((tendsto_gauss ha).mul (hlim _ (Real.sqrt_pos.2 hx)))).const_mul (2 * π / a))
  refine (setIntegral_congr_fun measurableSet_Ioi
    (fun r hr => radial_weight (Set.mem_Ioi.1 hr).ne' _ _)).trans (key.trans ?_)
  simp only [mul_zero, erf_zero]
  ring
```

## Comparison with the point nucleus

Two lemmas supply $s<1$ and $s\to1$, the latter through $s^2=1-a/(a+x)$.

```lean
private lemma factor_lt_one {a x : ℝ} (ha : 0 < a) (hx : 0 < x) : √(x / (a + x)) < 1 := by
  rw [Real.sqrt_lt' one_pos, one_pow, div_lt_one (by positivity)]
  linarith

private lemma tendsto_factor {a : ℝ} (ha : 0 < a) :
    Tendsto (fun x => √(x / (a + x))) atTop (𝓝 1) := by
  have h : Tendsto (fun x : ℝ => 1 - a / (a + x)) atTop (𝓝 (1 - 0)) :=
    tendsto_const_nhds.sub (tendsto_const_nhds.div_atTop
      (tendsto_atTop_add_const_left atTop a tendsto_id))
  rw [sub_zero] at h
  have h2 : Tendsto (fun x : ℝ => x / (a + x)) atTop (𝓝 1) := by
    refine h.congr' ?_
    filter_upwards [eventually_gt_atTop 0] with x hx
    have hne : a + x ≠ 0 := by positivity
    rw [eq_div_iff hne, sub_mul, div_mul_cancel₀ _ hne]
    ring
  have h3 := h2.sqrt
  rwa [Real.sqrt_one] at h3
```

The comparison theorem fixes $a>0$. Its first part is the strict inequality for every $x>0$; its second is the limit $x\to\infty$, written with `atTop`. Since the closed form is available only for positive $x$, the limit is transferred using the fact that $x$ is eventually positive.

```lean
/-- A Gaussian nucleus attracts an s-type Gaussian distribution strictly less than a point
nucleus does, and the point value is recovered as the nuclear exponent grows. -/
theorem gaussian_nucleus_below_point {a : ℝ} (ha : 0 < a) :
    (∀ x, 0 < x → gaussianAttraction a x < pointAttraction a) ∧
      Tendsto (gaussianAttraction a) atTop (𝓝 (pointAttraction a)) := by
  rw [pointAttraction_eq ha]
  constructor
  · intro x hx
    rw [gaussianAttraction_eq ha hx]
    exact mul_lt_of_lt_one_right (by positivity) (factor_lt_one ha hx)
  · have h := (tendsto_factor ha).const_mul (2 * π / a)
    rw [mul_one] at h
    refine h.congr' ?_
    filter_upwards [eventually_gt_atTop 0] with x hx
    exact (gaussianAttraction_eq ha hx).symm
```

## The size of the shift

The exact identity for $x(P-G)$ follows from the closed forms. After `generalize` replaces the square root by `s`, the only relation still needed between $s$, $a$ and $x$ is $s^2(a+x)=x$.

```lean
/-- Closed form of the finite-nucleus shift multiplied by the nuclear exponent. -/
theorem shift_eq {a x : ℝ} (ha : 0 < a) (hx : 0 < x) :
    x * (pointAttraction a - gaussianAttraction a x)
      = 2 * π * √(x / (a + x)) ^ 2 / (1 + √(x / (a + x))) := by
  have hi : a * a⁻¹ = 1 := mul_inv_cancel₀ ha.ne'
  have h : √(x / (a + x)) ^ 2 * (a + x) = x := by
    rw [Real.sq_sqrt (by positivity), div_mul_cancel₀ _ (by positivity)]
  rw [pointAttraction_eq ha, gaussianAttraction_eq ha hx, eq_div_iff (by positivity)]
  generalize √(x / (a + x)) = s at h ⊢
  linear_combination (-(2 * π * a⁻¹)) * h + (2 * π * s ^ 2) * hi
```

For the upper bound, the inequality is cleared of denominators and reduced to $2s^2<1+s$, which `nlinarith` obtains from $0\le s<1$. That the bound $\pi/x$ does not depend on $a$ can also be seen directly: the shift is the integral over space of $e^{-ar^2}$ times the positive potential difference $(1-\operatorname{erf}(\sqrt x\,r))/r$, the unnormalised density never exceeds $1$, and the potential difference alone integrates to $\pi/x$.

```lean
/-- The finite-nucleus shift is smaller than `π/x`, whatever the exponent `a` of the
electronic distribution. -/
theorem shift_lt {a x : ℝ} (ha : 0 < a) (hx : 0 < x) :
    pointAttraction a - gaussianAttraction a x < π / x := by
  have h1 := factor_lt_one ha hx
  have h0 := Real.sqrt_nonneg (x / (a + x))
  rw [lt_div_iff₀ hx, mul_comm, shift_eq ha hx, div_lt_iff₀ (by positivity)]
  generalize √(x / (a + x)) = s at h0 h1 ⊢
  have h2 : 2 * s ^ 2 < 1 + s := by nlinarith
  nlinarith [mul_lt_mul_of_pos_left h2 Real.pi_pos]
```

Letting $s\to1$ in the identity gives the leading behaviour for a compact nucleus.

```lean
/-- For a compact nucleus the shift behaves as `π/x`: its product with `x` tends to `π`. -/
theorem tendsto_shift {a : ℝ} (ha : 0 < a) :
    Tendsto (fun x => x * (pointAttraction a - gaussianAttraction a x)) atTop (𝓝 π) := by
  have hs := tendsto_factor ha
  have h := ((hs.pow 2).const_mul (2 * π)).div (hs.const_add 1) (by norm_num)
  have hv : 2 * π * 1 ^ 2 / (1 + 1) = π := by ring
  rw [hv] at h
  refine h.congr' ?_
  filter_upwards [eventually_gt_atTop 0] with x hx
  exact (shift_eq ha hx).symm

end

end GaussianNucleusAttraction
```

```lean
#print axioms GaussianNucleusAttraction.gaussian_nucleus_below_point
#print axioms GaussianNucleusAttraction.shift_lt
#print axioms GaussianNucleusAttraction.tendsto_shift
```

```
'GaussianNucleusAttraction.gaussian_nucleus_below_point' depends on axioms: [propext, Classical.choice, Quot.sound]
'GaussianNucleusAttraction.shift_lt' depends on axioms: [propext, Classical.choice, Quot.sound]
'GaussianNucleusAttraction.tendsto_shift' depends on axioms: [propext, Classical.choice, Quot.sound]
```
